# The reflections allowed by a finite centring group form a subgroup whose index is the order of the group

A body-centred crystal indexed on its conventional cubic cell shows no reflection with \(h+k+l\) odd, and a face-centred one shows only reflections whose indices are all even or all odd. Half of the index triples survive in the first case and a quarter in the second, while the cells contain two and four lattice points. Does the surviving fraction always equal one over the number of centring translations, with the zero translation counted among them?

Let \(C\) be the set of centring translations in fractional coordinates, taken modulo whole cell translations. It is a group, because two symmetry translations in succession make a third, and it is finite, because a cell holds finitely many atoms. Choose one atom \(x_j\), with scattering factor \(f_j\), from each set of atoms related by centring. Writing \(h\) from now on for the whole vector of indices of a reflection, its structure factor is then

\[
F(h)=\Big(\sum_j f_j\,e^{2\pi i\,h\cdot x_j}\Big)\Big(\sum_{c\in C}e^{2\pi i\,h\cdot c}\Big).
\]

If \(h\cdot c\) is an integer for every \(c\in C\), the second factor is the number of elements \(|C|\). If \(h\cdot d\) is not an integer for some \(d\in C\), replacing \(c\) by \(c+d\) only reorders the sum but multiplies it by \(e^{2\pi i\,h\cdot d}\neq 1\), so the sum is zero and the reflection is absent. The Lean development starts from the condition on \(h\cdot c\); its link to the vanishing of \(F\) is the computation just given.

The same condition bears on plane-wave electronic-structure calculations in a conventional cell: if the density has the full translation symmetry of a finite centring group, its Fourier coefficients vanish at every \(h\) that fails the condition.

The dimension \(n\) is arbitrary, and \(n=3\) is the crystal.

```lean
import Mathlib

open Function

namespace CentringAbsences

noncomputable section

variable {n : ℕ}
```

## Phases counted in turns

A translation \(c\) has components \(c_i\in\mathbb R/\mathbb Z\), with \(i=0,\dots,n-1\), and a reflection is a vector \(h\in\mathbb Z^n\). Here \(h\) is the whole index vector, so the textbook \(h,k,l\) are `h 0`, `h 1`, `h 2`. The phase is

\[
\varphi_h(c)=\sum_i h_i c_i\in\mathbb R/\mathbb Z .
\]

It is well defined because the \(h_i\) are integers: shifting \(c_i\) by an integer shifts \(h_ic_i\) by an integer. It is measured in turns, without the factor \(2\pi\), and "\(h\cdot c\) is an integer" becomes \(\varphi_h(c)=0\). In Lean, \(\mathbb R/\mathbb Z\) is `UnitAddCircle`, and the arrow `→+` records that \(\varphi_h(c+d)=\varphi_h(c)+\varphi_h(d)\).

```lean
/-- The phase `h·c` modulo 1 of the reflection `h` under the fractional translation `c`. -/
def phase (h : Fin n → ℤ) : (Fin n → UnitAddCircle) →+ UnitAddCircle where
  toFun c := ∑ i, h i • c i
  map_zero' := by simp
  map_add' c d := by simp [smul_add, Finset.sum_add_distrib]
```

The defining sum is recorded as an equation for later rewriting.

```lean
lemma phase_apply (h : Fin n → ℤ) (c : Fin n → UnitAddCircle) :
    phase h c = ∑ i, h i • c i := rfl
```

## Allowed reflections form a subgroup

Call \(h\) allowed if \(\varphi_h(c)=0\) for all \(c\in C\). An allowed reflection may still be absent for another reason, such as a glide plane or the positions of the atoms. Since, for any two index vectors \(h\) and \(k\),

\[
\varphi_{h+k}(c)=\varphi_h(c)+\varphi_k(c),\qquad \varphi_{-h}(c)=-\varphi_h(c),
\]

sums and negatives of allowed reflections are allowed, and so is \(h=0\).

```lean
/-- The reflections `h` for which `h·c` is an integer for every centring translation `c` in `C`. -/
def allowed (C : AddSubgroup (Fin n → UnitAddCircle)) : AddSubgroup (Fin n → ℤ) where
  carrier := {h | ∀ c ∈ C, phase h c = 0}
  zero_mem' := fun c _ => by simp [phase_apply]
  add_mem' := fun {h k} hh hk c hc => by
    have e : phase (h + k) c = phase h c + phase k c := by
      simp [phase_apply, add_smul, Finset.sum_add_distrib]
    rw [e, hh c hc, hk c hc, add_zero]
  neg_mem' := fun {h} hh c hc => by
    have e : phase (-h) c = -phase h c := by simp [phase_apply]
    rw [e, hh c hc, neg_zero]
```

Restricting \(\varphi_h\) to \(C\) gives a homomorphism \(C\to\mathbb R/\mathbb Z\). By the first identity above, the assignment \(h\mapsto\varphi_h|_C\) is itself additive.

```lean
/-- Each reflection, viewed as a phase homomorphism on the centring group `C`. -/
def phaseOn (C : AddSubgroup (Fin n → UnitAddCircle)) :
    (Fin n → ℤ) →+ (C →+ UnitAddCircle) where
  toFun h := (phase h).comp C.subtype
  map_zero' := AddMonoidHom.ext fun c => by simp [phase_apply]
  map_add' h k := AddMonoidHom.ext fun c => by
    simp [phase_apply, add_smul, Finset.sum_add_distrib]
```

## A finite group has at most as many phase homomorphisms as elements

Let \(B\) be a finite abelian group and let \(f_a:B\to\mathbb R/\mathbb Z\) be distinct homomorphisms labelled by \(a\in A\). Put \(\chi_a(b)=e^{2\pi i f_a(b)}\). These functions are distinct, because \(t\mapsto e^{2\pi i t}\) is injective on \(\mathbb R/\mathbb Z\), and they satisfy \(\chi_a(b+b')=\chi_a(b)\chi_a(b')\).

They are linearly independent. Suppose not, and take a relation \(\sum_a\lambda_a\chi_a=0\) with the fewest nonzero coefficients. It has at least two terms, since \(\chi_a(0)=1\). Let \(a_1,a_2\) be two of its labels and choose \(b_0\) with \(\chi_{a_1}(b_0)\neq\chi_{a_2}(b_0)\). Evaluating the relation at \(b+b_0\) and subtracting \(\chi_{a_1}(b_0)\) times the original gives

\[
\sum_a\lambda_a\big(\chi_a(b_0)-\chi_{a_1}(b_0)\big)\chi_a(b)=0 .
\]

The term \(a_1\) has gone and the term \(a_2\) remains, so this is a shorter nontrivial relation, a contradiction. The complex functions on \(B\) form a space of dimension \(|B|\), hence \(|A|\le|B|\).

In the proof, `hχ` is the distinctness of the exponentials, Mathlib's `linearIndependent_monoidHom` supplies their independence, and `fintype_card_le_finrank` compares their number with the dimension. `Multiplicative B` is \(B\) with its addition written as a product.

```lean
/-- A family of distinct phase homomorphisms on a finite abelian group `B` is finite and has
at most as many members as `B` has elements. -/
theorem card_le_of_phases {A B : Type*} [AddCommGroup B] [Finite B]
    (f : A → B →+ UnitAddCircle) (hf : Injective f) :
    Finite A ∧ Nat.card A ≤ Nat.card B := by
  -- turn each phase into an exponential; distinct exponentials are linearly independent
  let χ : A → (Multiplicative B →* ℂ) := fun a =>
    { toFun := fun b => ((AddCircle.toCircle (f a b.toAdd) : Circle) : ℂ)
      map_one' := by simp
      map_mul' := fun x y => by simp [AddCircle.toCircle_add] }
  have hχ : Injective χ := by
    intro a a' h
    refine hf (AddMonoidHom.ext fun b => ?_)
    have hb := DFunLike.congr_fun h (Multiplicative.ofAdd b)
    exact AddCircle.injective_toCircle one_ne_zero (Circle.ext hb)
  have hli := (linearIndependent_monoidHom (Multiplicative B) ℂ).comp χ hχ
  have : Finite (Multiplicative B) := ‹Finite B›
  have hA : Finite A := hli.finite
  let : Fintype A := Fintype.ofFinite A
  let : Fintype (Multiplicative B) := Fintype.ofFinite (Multiplicative B)
  have h := hli.fintype_card_le_finrank
  rw [Module.finrank_fintype_fun_eq_card, ← Nat.card_eq_fintype_card,
    ← Nat.card_eq_fintype_card] at h
  exact ⟨hA, h⟩
```

## The index equals the number of centring translations

A reflection is allowed exactly when its restricted phase \(\varphi_h|_C\) is the zero homomorphism. The allowed reflections are therefore the kernel of \(h\mapsto\varphi_h|_C\).

```lean
/-- The allowed reflections are the kernel of the map from reflections to phases on `C`. -/
theorem allowed_eq_ker (C : AddSubgroup (Fin n → UnitAddCircle)) :
    allowed C = (phaseOn C).ker := by
  ext h
  exact ⟨fun hh => AddMonoidHom.ext fun c => hh c c.2,
    fun hh c hc => DFunLike.congr_fun hh ⟨c, hc⟩⟩
```

Let \(R\) be the range of this map, that is, the set of different phase patterns that reflections produce on \(C\). Two reflections give the same pattern exactly when their difference is allowed, so the index of the allowed subgroup is \(|R|\).

The elements of \(R\) are distinct phase homomorphisms on \(C\), so the bound gives \(|R|\le|C|\), and \(R\) is finite.

For the reverse inequality the roles are exchanged. Each \(c\in C\) defines a homomorphism \(R\to\mathbb R/\mathbb Z\) by \(\rho\mapsto\rho(c)\). If \(c\) and \(d\) define the same one, apply it to the pattern of the unit reflection \(e_i\), which has a 1 in place \(i\) and zeros elsewhere:

\[
c_i=\varphi_{e_i}(c)=\varphi_{e_i}(d)=d_i .
\]

This holds for every \(i\), so \(c=d\). Different translations thus give different homomorphisms on \(R\), and the bound yields \(|C|\le|R|\).

The theorem `index_allowed` states the resulting equality for any finite subgroup \(C\) of \((\mathbb R/\mathbb Z)^n\). Lean assigns the index 0 to a subgroup of infinite index; as \(|C|\ge1\), the index here is truly finite. The two uses of `card_le_of_phases` are the two inequalities, and `hs` is the identity \(\varphi_{e_i}(x)=x_i\).

```lean
/-- For a finite centring group `C`, the allowed reflections form a subgroup of `ℤⁿ` whose
index is the number of centring translations. -/
theorem index_allowed (C : AddSubgroup (Fin n → UnitAddCircle)) [Finite C] :
    (allowed C).index = Nat.card C := by
  rw [allowed_eq_ker, AddSubgroup.index_ker]
  obtain ⟨hfin, hle⟩ := card_le_of_phases
    (fun χ : (phaseOn C).range => (χ : C →+ UnitAddCircle)) Subtype.val_injective
  refine le_antisymm hle ?_
  -- conversely, translations act as phases on the reflections
  refine (card_le_of_phases (fun c : C =>
    (AddMonoidHom.eval c).comp (phaseOn C).range.subtype) ?_).2
  intro c d hcd
  apply Subtype.ext
  funext i
  -- the unit reflection along axis `i` reads off the `i`-th coordinate
  have hs : ∀ x : Fin n → UnitAddCircle, phase (Pi.single i 1) x = x i := by
    intro x
    rw [phase_apply, Finset.sum_eq_single i]
    · simp
    · intro j _ hj
      simp [hj]
    · simp
  have h := DFunLike.congr_fun hcd ⟨phaseOn C (Pi.single i 1), Pi.single i 1, rfl⟩
  change phase (Pi.single i 1) c.1 = phase (Pi.single i 1) d.1 at h
  rwa [hs, hs] at h
```

## Counting reflections in a box

An index becomes a literal fraction once a finite set of reflections is chosen. Take the \(N^n\) reflections with \(0\le h_i<N\), where \(N\) is a positive multiple of \(|C|\).

The order of each \(c\in C\) divides \(|C|\), so \(Nc=0\). A reflection whose indices are all multiples of \(N\) is therefore allowed. Let \(L\) be the allowed subgroup and \(\pi:\mathbb Z^n\to(\mathbb Z/N)^n\) the reduction modulo \(N\). This map is onto and its kernel lies in \(L\), so \(\pi(L)\) has the same index as \(L\), namely \(|C|\), and

\[
|\pi(L)|\,|C|=N^n .
\]

The box contains each residue class once. Since \(L\) contains the kernel, a box member is allowed exactly when its class lies in \(\pi(L)\), so the number of allowed reflections in the box is \(|\pi(L)|\).

For face centring, \(C\) consists of \(0\), \((0,\tfrac12,\tfrac12)\), \((\tfrac12,0,\tfrac12)\) and \((\tfrac12,\tfrac12,0)\). The sum of any two indices must be even, so all three have the same parity. With \(N=4\) there are \(2^3=8\) all-even and \(2^3=8\) all-odd triples in the box, and indeed \(16\cdot4=64=4^3\).

In Lean the box is `Fin n → Fin N`. The steps `hsec` and `hker` say that \(\pi\) is onto and that its kernel is allowed, and the final bijection matches the allowed box members with the residue classes in \(\pi(L)\). Other finite sets of reflections need not contain exactly this fraction: a small enough ball about the origin of reciprocal space contains only \(h=0\), which is allowed whatever \(C\) is.

```lean
/-- In a box of `Nⁿ` reflections, with `N` a positive multiple of the order of the finite
centring group `C`, exactly the fraction `1 / card C` is allowed. -/
theorem card_allowed_box (C : AddSubgroup (Fin n → UnitAddCircle)) [Finite C]
    (N : ℕ) [NeZero N] (hN : Nat.card C ∣ N) :
    Nat.card {h : Fin n → Fin N // (fun i => ((h i : ℕ) : ℤ)) ∈ allowed C} * Nat.card C
      = N ^ n := by
  -- reduce the indices modulo `N`
  let π : (Fin n → ℤ) →+ (Fin n → ZMod N) := (Int.castAddHom (ZMod N)).compLeft (Fin n)
  have hsec : ∀ g : Fin n → ZMod N, π (fun i => ((g i).val : ℤ)) = g := by
    intro g
    funext i
    change (((g i).val : ℤ) : ZMod N) = g i
    rw [Int.cast_natCast, ZMod.natCast_zmod_val]
  have hker : π.ker ≤ allowed C := by
    intro h hh c hc
    have hNc := congrArg Subtype.val (addOrderOf_dvd_iff_nsmul_eq_zero.1
      ((addOrderOf_dvd_natCard (⟨c, hc⟩ : C)).trans hN))
    rw [phase_apply]
    refine Finset.sum_eq_zero fun i _ => ?_
    have hi : N • c i = 0 := congrFun hNc i
    obtain ⟨k, hk⟩ := (CharP.intCast_eq_zero_iff (ZMod N) N (h i)).1 (congrFun hh i)
    rw [hk, mul_comm, mul_smul, natCast_zsmul, hi, smul_zero]
  have hcard := ((allowed C).map π).card_mul_index
  rw [AddSubgroup.index_map_eq _ (fun g => ⟨_, hsec g⟩) hker, index_allowed] at hcard
  have hG : Nat.card (Fin n → ZMod N) = N ^ n := by simp
  rw [← hG, ← hcard]
  congr 1
  -- the box contains each residue class once
  refine Nat.card_congr (Equiv.ofBijective
    (fun h => ⟨π (fun i => ((h.1 i : ℕ) : ℤ)), _, h.2, rfl⟩) ⟨?_, ?_⟩)
  · intro a b hab
    apply Subtype.ext
    funext i
    apply Fin.ext
    have h := congrFun (congrArg Subtype.val hab) i
    change (((a.1 i : ℕ) : ℤ) : ZMod N) = (((b.1 i : ℕ) : ℤ) : ZMod N) at h
    rw [Int.cast_natCast, Int.cast_natCast, ZMod.natCast_eq_natCast_iff'] at h
    rwa [Nat.mod_eq_of_lt (a.1 i).2, Nat.mod_eq_of_lt (b.1 i).2] at h
  · rintro ⟨g, l, hl, rfl⟩
    refine ⟨⟨fun i => ⟨(π l i).val, ZMod.val_lt _⟩, ?_⟩, Subtype.ext (hsec _)⟩
    have hd : (fun i => ((π l i).val : ℤ)) - l ∈ allowed C :=
      hker (by rw [AddMonoidHom.mem_ker, map_sub, hsec, sub_self])
    have h := (allowed C).add_mem hd hl
    rw [sub_add_cancel] at h
    exact h
```

## More translations, fewer reflections

If \(D\subseteq C\), every reflection allowed by \(C\) is allowed by \(D\), since fewer conditions are imposed. For finite groups the converse holds too. Suppose every reflection allowed by \(C\) is allowed by \(D\), and let \(C+D\) be the group of all sums \(y+z\) with \(y\in C\), \(z\in D\). It is finite, and for \(h\) allowed by \(C\),

\[
\varphi_h(y+z)=\varphi_h(y)+\varphi_h(z)=0 .
\]

So \(C+D\) and \(C\) allow the same reflections. By the index theorem \(|C+D|=|C|\), hence \(C+D=C\) and \(D\subseteq C\). Lean writes \(C+D\) as `C ⊔ D`; `hsup` is the equality of allowed sets and `hcard` that of the orders.

The equivalence fails if \(C\) may be infinite. For \(n=1\), let \(C\) be the integer multiples of \(\sqrt2\) modulo 1 and \(D=\{0,\tfrac12\}\). Only \(h=0\) is allowed by \(C\), and \(D\) allows it as well, yet \(\tfrac12\) is not in \(C\).

```lean
/-- For finite centring groups, every reflection allowed by `C` is allowed by `D` exactly when
every translation of `D` belongs to `C`. -/
theorem allowed_le_iff (C D : AddSubgroup (Fin n → UnitAddCircle)) [Finite C] [Finite D] :
    allowed C ≤ allowed D ↔ D ≤ C := by
  refine ⟨fun hCD => ?_, fun hDC h hh c hc => hh c (hDC hc)⟩
  have : Finite (C ⊔ D : AddSubgroup (Fin n → UnitAddCircle)) := by
    have h : ((C ⊔ D : AddSubgroup (Fin n → UnitAddCircle)) :
        Set (Fin n → UnitAddCircle)).Finite :=
      ((Set.toFinite (C : Set (Fin n → UnitAddCircle))).image2 (· + ·)
        (Set.toFinite (D : Set (Fin n → UnitAddCircle)))).subset fun x hx => by
          obtain ⟨y, hy, z, hz, e⟩ := AddSubgroup.mem_sup.1 hx
          exact ⟨y, hy, z, hz, e⟩
    exact h.to_subtype
  -- adjoining `D` to `C` removes no reflection, hence adds no translation
  have hsup : allowed (C ⊔ D) = allowed C := by
    refine le_antisymm (fun h hh c hc => hh c (AddSubgroup.mem_sup_left hc)) ?_
    intro h hh c hc
    obtain ⟨y, hy, z, hz, rfl⟩ := AddSubgroup.mem_sup.1 hc
    rw [map_add, hh y hy, hCD hh z hz, add_zero]
  have hcard : Nat.card (C ⊔ D : AddSubgroup (Fin n → UnitAddCircle)) = Nat.card C := by
    rw [← index_allowed (C ⊔ D), hsup, index_allowed C]
  have hC : C = C ⊔ D := AddSubgroup.eq_of_le_of_card_ge le_sup_left hcard.le
  rw [hC]
  exact le_sup_right
```

Applying the equivalence in both directions shows that the complete set of reflections allowed by a finite centring group determines the group.

```lean
/-- Two finite centring groups with the same allowed reflections are equal. -/
theorem eq_of_allowed_eq (C D : AddSubgroup (Fin n → UnitAddCircle)) [Finite C] [Finite D]
    (h : allowed C = allowed D) : C = D :=
  le_antisymm ((allowed_le_iff D C).1 h.ge) ((allowed_le_iff C D).1 h.le)
```

## Body centring and the parity rule

The body-centring group is generated by \((\tfrac12,\tfrac12,\tfrac12)\).

```lean
/-- The body-centring group, generated by the translation `(1/2, 1/2, 1/2)`. -/
def bodyCentring : AddSubgroup (Fin 3 → UnitAddCircle) :=
  AddSubgroup.zmultiples (fun _ => ((1 / 2 : ℝ) : UnitAddCircle))
```

The phase of the generator is

\[
\varphi_h\big(\tfrac12,\tfrac12,\tfrac12\big)=\tfrac12(h_0+h_1+h_2)\pmod 1,
\]

which vanishes exactly when \(h_0+h_1+h_2\) is even. Every element of the group is a multiple of the generator, so its phase then vanishes as well. In the proof, `hp` computes this phase, `hz` turns its vanishing into parity, and the last lines pass from the generator to the group. The group has two elements, in agreement with the half of all index triples that have an even sum.

```lean
/-- Body centring allows exactly the reflections whose three indices have an even sum. -/
theorem mem_allowed_bodyCentring (h : Fin 3 → ℤ) :
    h ∈ allowed bodyCentring ↔ Even (h 0 + h 1 + h 2) := by
  have hp : phase h (fun _ => ((1 / 2 : ℝ) : UnitAddCircle))
      = ((((h 0 + h 1 + h 2 : ℤ) : ℝ) * (1 / 2) : ℝ) : UnitAddCircle) := by
    rw [phase_apply, Fin.sum_univ_three, ← add_smul, ← add_smul, ← AddCircle.coe_zsmul,
      zsmul_eq_mul]
  have hz : phase h (fun _ => ((1 / 2 : ℝ) : UnitAddCircle)) = 0
      ↔ Even (h 0 + h 1 + h 2) := by
    rw [hp, AddCircle.coe_eq_zero_iff]
    constructor
    · rintro ⟨m, hm⟩
      rw [zsmul_eq_mul, mul_one] at hm
      have e : ((h 0 + h 1 + h 2 : ℤ) : ℝ) = ((m + m : ℤ) : ℝ) := by
        rw [Int.cast_add m m]
        linarith
      exact ⟨m, Int.cast_injective e⟩
    · rintro ⟨m, hm⟩
      refine ⟨m, ?_⟩
      rw [hm, zsmul_eq_mul]
      push_cast
      ring
  rw [← hz]
  refine ⟨fun H => H _ (AddSubgroup.mem_zmultiples _), fun H c hc => ?_⟩
  obtain ⟨k, rfl⟩ := AddSubgroup.mem_zmultiples_iff.1 hc
  rw [map_zsmul, H, smul_zero]

end

end CentringAbsences
```

```lean
#print axioms CentringAbsences.index_allowed
-- 'CentringAbsences.index_allowed' depends on axioms: [propext, Classical.choice, Quot.sound]
#print axioms CentringAbsences.card_allowed_box
-- 'CentringAbsences.card_allowed_box' depends on axioms: [propext, Classical.choice, Quot.sound]
#print axioms CentringAbsences.eq_of_allowed_eq
-- 'CentringAbsences.eq_of_allowed_eq' depends on axioms: [propext, Classical.choice, Quot.sound]
#print axioms CentringAbsences.mem_allowed_bodyCentring
-- 'CentringAbsences.mem_allowed_bodyCentring' depends on axioms: [propext, Classical.choice, Quot.sound]
```
